# Milne's rule on [0, 4] is exact on cubics but gives −4/3 for a nonnegative quartic density

A particle density is nowhere negative, so its integral, the particle number, is nonnegative, and one would like a numerical integral to respect this. Whether it does depends on what is allowed to count as a quadrature rule. Here a rule is any finite list of real nodes \(x_i\) and real weights \(w_i\), with no condition on the signs of the weights, and it acts on a function \(f\) by

\[ Q(f) = \sum_i w_i f(x_i). \]

Milne's rule is of this kind. It integrates cubics exactly with three points, but one of its weights is negative, and a nonnegative density can be chosen that only this weight sees.

## Three interior nodes and weights of either sign

```lean
import Mathlib

open Polynomial

namespace MilneRule

noncomputable section

/-- The quadrature rule with nodes `x i` and weights `w i`, applied to a function `f`. -/
def quadrature {n : ℕ} (x w : Fin n → ℝ) (f : ℝ → ℝ) : ℝ :=
  ∑ i, w i * f (x i)
```

The index type `Fin n` counts from zero, and the formulas below do the same. Milne's rule on \([0,4]\) has nodes \(x_0=1\), \(x_1=2\), \(x_2=3\) and weights \(w_0=8/3\), \(w_1=-4/3\), \(w_2=8/3\). Some texts use the name for a different, closed formula that includes the endpoints; here it means the open three-point rule.

```lean
/-- The three interior nodes 1, 2, 3 of Milne's rule on the interval [0, 4]. -/
def milneNodes : Fin 3 → ℝ := ![1, 2, 3]

/-- The weights 8/3, -4/3, 8/3 of Milne's rule on the interval [0, 4]. -/
def milneWeights : Fin 3 → ℝ := ![8 / 3, -4 / 3, 8 / 3]
```

The function under test is \(\rho(x)=(x-1)^2(x-3)^2\), called `density` in the code. On \([0,4]\) it can be read as \(|\psi|^2\) for the unnormalised one-dimensional wave function \(\psi(x)=(x-1)(x-3)\). This \(\psi\) takes the value 3 at both ends, so it does not fit a box with hard walls, where a wave function must vanish at the ends. On a ring of length 4 it is continuous and the integral of \(|\psi'|^2\), which gives the mean kinetic energy, is finite. It has a kink where the ends meet, however, since its slope is \(-4\) at 0 and \(4\) at 4, whereas periodic boundary conditions also ask for equal slopes. On the whole line it is not square-integrable and describes no physical state.

```lean
/-- The density `(x - 1)² (x - 3)²`. -/
def density (x : ℝ) : ℝ := (x - 1) ^ 2 * (x - 3) ^ 2
```

The next lemma writes out the sum for arbitrary weights on these nodes, \(Q(f)=w_0f(1)+w_1f(2)+w_2f(3)\).

```lean
/-- A rule on the nodes 1, 2, 3 is the weighted sum of the three sampled values. -/
theorem quadrature_milneNodes (w : Fin 3 → ℝ) (f : ℝ → ℝ) :
    quadrature milneNodes w f = w 0 * f 1 + w 1 * f 2 + w 2 * f 3 :=
  Fin.sum_univ_three _
```

## Integrands of degree at most three

Exactness is claimed only for polynomials of degree at most three. To see where the degree enters, take a general quartic

\[ f(x)=a+bx+cx^2+dx^3+ex^4 \]

with real coefficients, \(e\) being simply the last of them. An antiderivative is \(ax+\tfrac b2x^2+\tfrac c3x^3+\tfrac d4x^4+\tfrac e5x^5\), and it vanishes at 0, so

\[ \int_0^4 f\,dx = 4a+8b+\tfrac{64}{3}c+64d+\tfrac{1024}{5}e. \]

In Lean the integral is Mathlib's interval integral. The proof supplies the same antiderivative, checks its derivative term by term in `h`, and applies the fundamental theorem of calculus; the integrability that this theorem requires follows from continuity.

```lean
/-- The integral over [0, 4] of a polynomial of degree at most four, in terms of its
coefficients. -/
theorem integral_quartic (a b c d e : ℝ) :
    ∫ x in (0 : ℝ)..4, (a + b * x + c * x ^ 2 + d * x ^ 3 + e * x ^ 4) =
      4 * a + 8 * b + 64 / 3 * c + 64 * d + 1024 / 5 * e := by
  -- an explicit antiderivative
  have h : ∀ x ∈ Set.uIcc (0 : ℝ) 4, HasDerivAt
      (fun y : ℝ => a * y + b / 2 * y ^ 2 + c / 3 * y ^ 3 + d / 4 * y ^ 4 + e / 5 * y ^ 5)
      (a + b * x + c * x ^ 2 + d * x ^ 3 + e * x ^ 4) x := by
    intro x _
    have h1 := (hasDerivAt_id' x).const_mul a
    have h2 := (hasDerivAt_pow 2 x).const_mul (b / 2)
    have h3 := (hasDerivAt_pow 3 x).const_mul (c / 3)
    have h4 := (hasDerivAt_pow 4 x).const_mul (d / 4)
    have h5 := (hasDerivAt_pow 5 x).const_mul (e / 5)
    exact ((((h1.fun_add h2).fun_add h3).fun_add h4).fun_add h5).congr_deriv
      (by push_cast; ring)
  rw [intervalIntegral.integral_eq_sub_of_hasDerivAt h
    (Continuous.intervalIntegrable (by fun_prop) _ _)]
  ring
```

For the rule, the samples are

\[ f(1)+f(3)=2a+4b+10c+28d+82e,\qquad f(2)=a+2b+4c+8d+16e, \]

and therefore

\[ Q(f)=\tfrac83\,[f(1)+f(3)]-\tfrac43 f(2)=4a+8b+\tfrac{64}{3}c+64d+\tfrac{592}{3}e. \]

The first four terms agree with the integral. The last ones differ by \(\tfrac{1024}{5}-\tfrac{592}{3}=\tfrac{112}{15}\), so

\[ \int_0^4 f\,dx-Q(f)=\tfrac{112}{15}\,e. \]

The proof substitutes the two formulas and the three numerical weights, and `ring` compares the coefficients.

```lean
/-- On a polynomial of degree at most four, the integral over [0, 4] exceeds the value of
Milne's rule by 112/15 times the coefficient of `x⁴`. -/
theorem milne_error_quartic (a b c d e : ℝ) :
    (∫ x in (0 : ℝ)..4, (a + b * x + c * x ^ 2 + d * x ^ 3 + e * x ^ 4)) -
      quadrature milneNodes milneWeights
        (fun x => a + b * x + c * x ^ 2 + d * x ^ 3 + e * x ^ 4) = 112 / 15 * e := by
  rw [integral_quartic, quadrature_milneNodes]
  have w0 : milneWeights 0 = 8 / 3 := rfl
  have w1 : milneWeights 1 = -4 / 3 := rfl
  have w2 : milneWeights 2 = 8 / 3 := rfl
  rw [w0, w1, w2]
  ring
```

Setting \(e=0\) gives exactness on cubics. The theorem has no separate hypothesis about degree: the restriction lies in the form of the integrand, which has four coefficients and no quartic term. Its proof applies the error formula with last coefficient 0.

```lean
/-- Milne's rule integrates every polynomial of degree at most three exactly over [0, 4]. -/
theorem milne_exact_cubic (a b c d : ℝ) :
    quadrature milneNodes milneWeights (fun x => a + b * x + c * x ^ 2 + d * x ^ 3) =
      ∫ x in (0 : ℝ)..4, (a + b * x + c * x ^ 2 + d * x ^ 3) := by
  have h := milne_error_quartic a b c d 0
  simp only [zero_mul, add_zero, mul_zero] at h
  linarith
```

Without the restriction exactness fails at the next degree. For \(f(x)=x^4\) the integral is \(1024/5\) and the rule returns \(592/3\), which is too small by \(112/15\).

## A density that is nowhere negative

Nonnegativity of \(\rho\) is what makes a negative output unphysical. It is proved and not assumed, since \(\rho\) is a product of two squares. Expanding,

\[ \rho(x)=(x^2-4x+3)^2=9-24x+22x^2-8x^3+x^4, \]

and the integral formula gives

\[ \int_0^4\rho\,dx=36-192+\tfrac{1408}{3}-512+\tfrac{1024}{5}=\tfrac{92}{15}. \]

The rule sees \(\rho(1)=0\), \(\rho(2)=1\) and \(\rho(3)=0\), so \(Q(\rho)=-\tfrac43\). The difference \(\tfrac{92}{15}+\tfrac43=\tfrac{112}{15}\) is the error predicted for \(e=1\). If \(\rho\) is normalised to total probability 1 on \([0,4]\), the rule reports \(-\tfrac{5}{23}\).

The theorem states the three facts together: nonnegativity at every real \(x\), the value of the integral, and the value of the rule. The second part of the proof expands the density and calls the quartic formula; the third evaluates the samples, two of which vanish.

```lean
/-- The density `(x - 1)² (x - 3)²` is nowhere negative and has integral 92/15 over [0, 4],
yet Milne's rule assigns it the value -4/3. -/
theorem milne_negative_on_nonneg_density :
    (∀ x, 0 ≤ density x) ∧ (∫ x in (0 : ℝ)..4, density x) = 92 / 15 ∧
      quadrature milneNodes milneWeights density = -4 / 3 := by
  refine ⟨fun x => mul_nonneg (sq_nonneg _) (sq_nonneg _), ?_, ?_⟩
  · -- expand the density in powers of x
    have e : density =
        fun x => 9 + (-24) * x + 22 * x ^ 2 + (-8) * x ^ 3 + 1 * x ^ 4 := by
      funext x
      unfold density
      ring
    rw [e]
    exact (integral_quartic 9 (-24) 22 (-8) 1).trans (by norm_num)
  · -- the density vanishes at the outer nodes, so only the middle weight contributes
    rw [quadrature_milneNodes]
    have w1 : milneWeights 1 = -4 / 3 := rfl
    rw [w1]
    norm_num [density]
```

For an integrand that may be negative, a negative output signals nothing: for \(f=-1\) both the integral and Milne's rule give \(-4\).

## Exactness on all quadratics

One may ask whether other weights on the same nodes would avoid the minus sign. The hypothesis `h` of the next theorem says that the weights integrate every polynomial of degree at most two exactly over \([0,4]\). For a density, this means that such a profile gets the correct particle number. Applied to \(1\), \(x\) and \(x^2\), the hypothesis gives three moment equations:

\[ w_0+w_1+w_2=4,\qquad w_0+2w_1+3w_2=8,\qquad w_0+4w_1+9w_2=\tfrac{64}{3}. \]

Subtracting the first from the other two leaves \(w_1+2w_2=4\) and \(3w_1+8w_2=\tfrac{52}{3}\). Three times the former, subtracted from the latter, gives \(2w_2=\tfrac{16}{3}\). Hence \(w_2=\tfrac83\), then \(w_1=-\tfrac43\), and finally \(w_0=\tfrac83\). These are Milne's weights.

In the proof, `key` turns the hypothesis into an equation between numbers for arbitrary coefficients. The facts `m0`, `m1` and `m2` are the three moment equations, and `linarith` does the elimination for each weight.

```lean
/-- Weights on the nodes 1, 2, 3 that integrate every polynomial of degree at most two
exactly over [0, 4] are the weights of Milne's rule. -/
theorem milneWeights_unique (w : Fin 3 → ℝ)
    (h : ∀ a b c : ℝ, quadrature milneNodes w (fun x => a + b * x + c * x ^ 2) =
      ∫ x in (0 : ℝ)..4, (a + b * x + c * x ^ 2)) :
    w = milneWeights := by
  have key : ∀ a b c : ℝ, w 0 * (a + b * 1 + c * 1 ^ 2) + w 1 * (a + b * 2 + c * 2 ^ 2) +
      w 2 * (a + b * 3 + c * 3 ^ 2) = 4 * a + 8 * b + 64 / 3 * c := by
    intro a b c
    have hq := integral_quartic a b c 0 0
    simp only [zero_mul, add_zero, mul_zero] at hq
    have hw := h a b c
    rw [quadrature_milneNodes, hq] at hw
    exact hw
  -- the moment equations for 1, x and x²
  have m0 := key 1 0 0
  have m1 := key 0 1 0
  have m2 := key 0 0 1
  funext i
  fin_cases i
  · change w 0 = 8 / 3
    linarith
  · change w 1 = -4 / 3
    linarith
  · change w 2 = 8 / 3
    linarith
```

Exactness on linear functions alone would not force a negative weight. The weights \((0,4,0)\) on the same nodes give \(4f(2)\), the midpoint rule, which is correct for \(1\) and \(x\) but returns 16 instead of \(64/3\) for \(x^2\). The fixed nodes matter as well: Simpson's rule on \([0,4]\), with nodes 0, 2, 4 and weights \(2/3, 8/3, 2/3\), is exact on cubics and has only positive weights.

## Test polynomials that are nonnegative on the whole line

The last theorem concerns any finite rule with distinct nodes. It says that \(Q(p)\ge0\) for every real polynomial \(p\) that is nonnegative on the whole real line if and only if every weight is nonnegative. The word `positive` in its name means nonnegative, and no interval or integral appears in it. In Lean, `ℝ[X]` is the type of real polynomials, and `p.eval t` is the value \(p(t)\).

Nonnegativity of \(p\) is the physical condition on a density. If all \(w_i\ge0\), it makes each term \(w_i\,p(x_i)\) nonnegative, and so the sum is nonnegative. The final two lines of the proof say this.

Requiring \(p\ge0\) only on the integration interval would not suffice for a rule with a node outside it. The one-node rule \(Q(f)=f(-1)\) has weight 1, and \(p(t)=t\) is nonnegative on \([0,4]\), yet \(Q(p)=-1\).

In the other direction, the class of test polynomials must reach high enough degree. On nonnegative polynomials of degree at most three Milne's rule equals the integral and is therefore nonnegative, in spite of its negative weight. The quartic \(\rho\) has the lowest degree that can expose it.

## Distinct nodes

The hypothesis `hx`, that the map from indices to nodes is injective, says that no sampling point is listed twice. Each weight is then the whole weight attached to its point.

The derivation needs this to isolate a single weight. Suppose \(Q\) is nonnegative on all nonnegative polynomials, fix an index \(i\), and take

\[ p_i(t)=\prod_{j\ne i}(t-x_j)^2. \]

This is nonnegative everywhere and vanishes at every node with index other than \(i\), so \(Q(p_i)=w_i\,p_i(x_i)\). Because the nodes are distinct, no factor of \(p_i(x_i)\) is zero, and \(p_i(x_i)>0\). From \(Q(p_i)\ge0\) it follows that \(w_i\ge0\). For a single node the product is empty and \(p_i=1\); for a rule with no nodes both sides of the equivalence hold trivially. For Milne's nodes and \(i=1\), the polynomial \(p_1\) is the density \(\rho\).

If two nodes coincide, this direction can fail. Take \(x_0=x_1=0\) with weights \(2\) and \(-1\): then \(Q(f)=2f(0)-f(0)=f(0)\), which is nonnegative for every nonnegative \(f\), although one weight is negative. The other direction makes no use of distinctness.

```lean
/-- A quadrature rule with distinct nodes gives a nonnegative value for every polynomial that
is nonnegative on the real line if and only if all its weights are nonnegative. -/
theorem positive_iff_weights_nonneg {n : ℕ} (x w : Fin n → ℝ)
    (hx : Function.Injective x) :
    (∀ p : ℝ[X], (∀ t, 0 ≤ p.eval t) → 0 ≤ quadrature x w (fun t => p.eval t)) ↔
      ∀ i, 0 ≤ w i := by
  constructor
  · intro h i
    -- a squared polynomial that vanishes at every node except the i-th
    let p : ℝ[X] := ∏ j ∈ Finset.univ.erase i, (X - C (x j)) ^ 2
    have hev : ∀ t, p.eval t = ∏ j ∈ Finset.univ.erase i, (t - x j) ^ 2 := by
      intro t
      simp only [p, eval_prod, eval_pow, eval_sub, eval_X, eval_C]
    have hp := h p (fun t => by
      rw [hev]
      exact Finset.prod_nonneg fun j _ => sq_nonneg _)
    have hsum : quadrature x w (fun t => p.eval t) = w i * p.eval (x i) := by
      unfold quadrature
      refine Finset.sum_eq_single i (fun b _ hb => ?_)
        (fun hi => absurd (Finset.mem_univ i) hi)
      have hz : p.eval (x b) = 0 := by
        rw [hev]
        exact Finset.prod_eq_zero (Finset.mem_erase.mpr ⟨hb, Finset.mem_univ b⟩) (by simp)
      change w b * p.eval (x b) = 0
      rw [hz, mul_zero]
    have hpos : 0 < p.eval (x i) := by
      rw [hev]
      refine Finset.prod_pos fun j hj => ?_
      have hne : x i - x j ≠ 0 :=
        sub_ne_zero.mpr fun e => (Finset.mem_erase.mp hj).1 (hx e).symm
      positivity
    rw [hsum] at hp
    exact le_of_not_gt fun hw => absurd hp (not_le_of_gt (mul_neg_of_neg_of_pos hw hpos))
  · intro hw p hp
    exact Finset.sum_nonneg fun i _ => mul_nonneg (hw i) (hp (x i))

end

end MilneRule
```

In the first half of the proof, `hev` evaluates the product and `hp` applies the assumed positivity to it. The step `hsum` reduces the sum to its \(i\)-th term, and `hpos` is the only place where `hx` is used. A negative weight would then make \(w_i\,p_i(x_i)\) negative, which contradicts `hp`.

## Norms and densities on a grid

In electronic-structure codes, norms and particle numbers are often evaluated as weighted sums over grid points, and for one-dimensional grids with distinct points the equivalence says that such sums are safe from a wrong sign on all polynomials that are nonnegative on the whole line exactly when no weight is negative. The step from here to a real calculation is that physical densities are generally not polynomials. With nonnegative weights the term-by-term argument carries over to any nonnegative function, but with a negative weight the sign of the result depends on the values that the particular density takes at the nodes. This remark and the small counter-examples above are argued in the prose and have no theorem of their own.

```lean
#print axioms MilneRule.milne_exact_cubic
-- 'MilneRule.milne_exact_cubic' depends on axioms: [propext, Classical.choice, Quot.sound]
#print axioms MilneRule.milne_negative_on_nonneg_density
-- 'MilneRule.milne_negative_on_nonneg_density' depends on axioms: [propext, Classical.choice, Quot.sound]
#print axioms MilneRule.milneWeights_unique
-- 'MilneRule.milneWeights_unique' depends on axioms: [propext, Classical.choice, Quot.sound]
#print axioms MilneRule.positive_iff_weights_nonneg
-- 'MilneRule.positive_iff_weights_nonneg' depends on axioms: [propext, Classical.choice, Quot.sound]
```
